# A finite-dimensional Lindblad-type master equation conserves trace exactly when its drift is G = −iH − ½ Σ_k L_k†L_k with H Hermitian

Take a two-level atom with ground state |g⟩ and excited state |e⟩, and add decay at rate γ to the von Neumann equation by inserting only the jump term LρL†, with L = √γ |g⟩⟨e|. The ground state gains population, but the excited state does not lose any through decay. Total probability then grows at the rate γ⟨e|ρ|e⟩.

The missing loss belongs in the drift G, the matrix that multiplies ρ from the left, while its adjoint G† multiplies from the right. For master equations whose right-hand side dρ/dt has the form

Σ_k L_k ρ L_k† + Gρ + ρG†

conservation of trace determines the Hermitian part of G and leaves a Hamiltonian free. This form is assumed here. The Gorini–Kossakowski–Sudarshan–Lindblad (GKSL) theorem goes deeper, deriving, in finite dimension, the form for the generators of continuous semigroups of completely positive, trace-preserving maps.

## The map and its drift

```lean
import Mathlib

open Matrix
open scoped ComplexOrder

namespace LindbladDrift

noncomputable section

variable {n κ : Type*} [Fintype n] [Fintype κ]
```

The types `n` and `κ` label the basis states and the jump operators. Both are finite, so unbounded operators, such as those of a full harmonic oscillator, are not covered.

```lean
/-- The total jump-rate operator `∑ L_k* L_k`. -/
def jumpRate (L : κ → Matrix n n ℂ) : Matrix n n ℂ := ∑ k, (L k)ᴴ * L k
```

This defines the total jump-rate operator, called K below:

K = Σ_k L_k†L_k.

Lean writes the adjoint as `ᴴ`; the comments in the code write it as *. The type `κ → Matrix n n ℂ` describes a family of complex square matrices, one for each k.

```lean
/-- The map `ρ ↦ ∑ L_k ρ L_k* + G ρ + ρ G*` with jump operators `L_k` and drift `G`. -/
def generator (L : κ → Matrix n n ℂ) (G ρ : Matrix n n ℂ) : Matrix n n ℂ :=
  ∑ k, L k * ρ * (L k)ᴴ + G * ρ + ρ * Gᴴ
```

`generator L G ρ` is the right-hand side of the master equation dρ/dt = Σ_k L_k ρ L_k† + Gρ + ρG†. No time evolution is solved: the statements concern this map at one instant. The trace of `generator L G ρ` is d(Tr ρ)/dt, so conservation of trace means here that this trace is zero for every ρ. The argument ρ may be any matrix, not only a density matrix.

```lean
/-- The GKSL drift `-iH - (1/2) ∑ L_k* L_k`. -/
def gkslDrift (H : Matrix n n ℂ) (L : κ → Matrix n n ℂ) : Matrix n n ℂ :=
  -(Complex.I • H) - (1 / 2 : ℂ) • jumpRate L
```

The candidate drift is −iH − ½K, in units with ħ = 1. The symbol `•` multiplies a matrix by a number. `H` is not yet required to be Hermitian; the theorems add that as a hypothesis.

```lean
/-- The total jump-rate operator is Hermitian. -/
theorem jumpRate_conjTranspose (L : κ → Matrix n n ℂ) : (jumpRate L)ᴴ = jumpRate L := by
  simp [jumpRate, conjTranspose_sum, conjTranspose_mul]
```

Each L_k†L_k is its own adjoint, so K† = K. `simp` proves this by applying the rules for adjoints of sums and products.

```lean
/-- The adjoint of the GKSL drift is `iH - (1/2) ∑ L_k* L_k` when `H` is Hermitian. -/
theorem gkslDrift_conjTranspose {H : Matrix n n ℂ} (hH : H.IsHermitian)
    (L : κ → Matrix n n ℂ) :
    (gkslDrift H L)ᴴ = Complex.I • H - (1 / 2 : ℂ) • jumpRate L := by
  have h1 : star Complex.I = -Complex.I := by simp
  have h2 : star (1 / 2 : ℂ) = 1 / 2 := by simp
  simp only [gkslDrift, conjTranspose_sub, conjTranspose_neg, conjTranspose_smul, hH.eq,
    jumpRate_conjTranspose, h1, h2]
  module
```

For Hermitian H, taking the adjoint changes the sign of i and leaves K alone:

(−iH − ½K)† = iH − ½K.

The hypothesis `hH : H.IsHermitian` supplies H† = H. The tactic `module` finishes the linear algebra, treating the matrices as vectors with scalar coefficients.

## From trace to an operator balance

```lean
/-- The trace of `generator L G ρ` is the trace of `(∑ L_k* L_k + G + G*) ρ`. -/
theorem trace_generator (L : κ → Matrix n n ℂ) (G ρ : Matrix n n ℂ) :
    (generator L G ρ).trace = ((jumpRate L + G + Gᴴ) * ρ).trace := by
  have hs : (∑ k, L k * ρ * (L k)ᴴ).trace = (jumpRate L * ρ).trace := by
    rw [jumpRate, Finset.sum_mul, trace_sum, trace_sum]
    exact Finset.sum_congr rfl fun k _ => trace_mul_cycle (L k) ρ (L k)ᴴ
  rw [generator, trace_add, trace_add, hs, trace_mul_comm ρ Gᴴ, Matrix.add_mul,
    Matrix.add_mul, trace_add, trace_add]
```

A trace is unchanged when its factors are permuted cyclically, so

Tr(L_k ρ L_k†) = Tr(L_k†L_k ρ) and Tr(ρG†) = Tr(G†ρ).

Summing over k and adding Tr(Gρ) gives

Tr(generator(ρ)) = Tr((K + G + G†)ρ).

The intermediate result `hs` handles the jump terms, and the final `rw` rewrites the rest.

```lean
/-- A complex matrix `M` with `ψ* M ψ = 0` for every vector `ψ` is zero. -/
theorem eq_zero_of_expectation (M : Matrix n n ℂ)
    (h : ∀ ψ : n → ℂ, star ψ ⬝ᵥ (M *ᵥ ψ) = 0) : M = 0 := by
  classical
  -- polarization: the superpositions x + y and x + iy give all matrix elements
  have key : ∀ x y : n → ℂ, star x ⬝ᵥ (M *ᵥ y) = 0 := by
    intro x y
    have h1 := h (x + y)
    have h2 := h (x + Complex.I • y)
    simp only [star_add, star_smul, mulVec_add, mulVec_smul, add_dotProduct, dotProduct_add,
      smul_dotProduct, dotProduct_smul, h, smul_eq_mul, Complex.star_def,
      Complex.conj_I] at h1 h2
    linear_combination (1 / 2) * h1 - (Complex.I / 2) * h2
      + (1 / 2) * (star x ⬝ᵥ (M *ᵥ y) - star y ⬝ᵥ (M *ᵥ x)) * Complex.I_mul_I
  have hv : ∀ y : n → ℂ, M *ᵥ y = 0 := by
    intro y
    exact dotProduct_star_self_eq_zero.mp (key (M *ᵥ y) y)
  ext i j
  have h4 := congrFun (hv (Pi.single j 1)) i
  simpa using h4
```

In Lean, `star ψ ⬝ᵥ (M *ᵥ ψ)` is ψ†Mψ. The vectors need not be normalised; for nonzero ψ the expectation value is ψ†Mψ/ψ†ψ, which vanishes under the same condition.

Write f(x, y) = x†My. Applying the hypothesis to x + y and x + iy, and removing the terms f(x, x) and f(y, y), which vanish, gives

f(x, y) + f(y, x) = 0,

i f(x, y) − i f(y, x) = 0.

Hence f(x, y) = 0 for all x and y. This is `key`, where `linear_combination` combines the two equations. Choosing x = My gives (My)†(My) = 0, so My = 0. Taking y to be each basis vector in turn shows that every column of M is zero.

```lean
/-- If the trace of the generator vanishes on all matrices `ψψ*`, then
`∑ L_k* L_k + G + G* = 0`. -/
theorem balance_of_pure (L : κ → Matrix n n ℂ) (G : Matrix n n ℂ)
    (h : ∀ ψ : n → ℂ, (generator L G (vecMulVec ψ (star ψ))).trace = 0) :
    jumpRate L + G + Gᴴ = 0 := by
  apply eq_zero_of_expectation
  intro ψ
  rw [← h ψ, trace_generator]
  generalize jumpRate L + G + Gᴴ = M
  simp only [Matrix.trace, diag_apply, Matrix.mul_apply, vecMulVec_apply, dotProduct,
    mulVec, Finset.mul_sum]
  refine Finset.sum_congr rfl fun i _ => Finset.sum_congr rfl fun j _ => ?_
  ring
```

`vecMulVec ψ (star ψ)` is the matrix ψψ†, a pure state when ψ is normalised. With M = K + G + G†,

Tr(Mψψ†) = ψ†Mψ.

If this vanishes for every ψ, the previous theorem gives the balance

K + G + G† = 0.

The Lean proof checks the trace identity by expanding both sides into double sums over matrix entries.

```lean
/-- If the trace of the generator vanishes on all matrices `ψψ*`, it vanishes on every
matrix `ρ`. -/
theorem conserves_of_pure (L : κ → Matrix n n ℂ) (G : Matrix n n ℂ)
    (h : ∀ ψ : n → ℂ, (generator L G (vecMulVec ψ (star ψ))).trace = 0)
    (ρ : Matrix n n ℂ) : (generator L G ρ).trace = 0 := by
  rw [trace_generator, balance_of_pure L G h, Matrix.zero_mul, trace_zero]
```

Once the balance holds, Tr((K + G + G†)ρ) = 0 for every ρ. Conservation on pure states therefore extends to all matrices, including mixed states.

## The Hamiltonian that remains free

```lean
/-- The generator has zero trace for every `ρ` if and only if the drift is
`G = -iH - (1/2) ∑ L_k* L_k` for some Hermitian `H`. -/
theorem conserves_iff_gkslDrift (L : κ → Matrix n n ℂ) (G : Matrix n n ℂ) :
    (∀ ρ, (generator L G ρ).trace = 0) ↔
      ∃ H : Matrix n n ℂ, H.IsHermitian ∧ G = gkslDrift H L := by
  constructor
  · intro h
    have hb := balance_of_pure L G fun ψ => h _
    have hK : jumpRate L = -G - Gᴴ := by
      linear_combination (norm := module) hb
    -- the Hamiltonian is read off from the anti-Hermitian part of G
    refine ⟨(Complex.I / 2) • (G - Gᴴ), ?_, ?_⟩
    · have hc : star (Complex.I / 2) = -(Complex.I / 2) := by simp [neg_div]
      unfold Matrix.IsHermitian
      rw [conjTranspose_smul, conjTranspose_sub, conjTranspose_conjTranspose, hc]
      module
    · have hi : Complex.I * (Complex.I / 2) = -1 / 2 := by
        linear_combination (1 / 2) * Complex.I_mul_I
      rw [gkslDrift, hK, smul_smul, hi]
      module
  · rintro ⟨H, hH, rfl⟩ ρ
    have hb : jumpRate L + gkslDrift H L + (gkslDrift H L)ᴴ = 0 := by
      rw [gkslDrift_conjTranspose hH, gkslDrift]
      module
    rw [trace_generator, hb, Matrix.zero_mul, trace_zero]
```

This is the main equivalence. `∀` means "for every", `∃` means "there exists", and `constructor` splits `↔` into its two directions.

Suppose the trace always vanishes. The balance gives K = −G − G†. Set

H = (i/2)(G − G†).

Then H† = (−i/2)(G† − G) = H, and

−iH − ½K = ½(G − G†) + ½(G + G†) = G.

The `refine` line supplies this H, and the two bullets below it check these two facts.

Conversely, if G = −iH − ½K with H Hermitian, then G + G† = −K, and the trace formula gives zero.

For finite-dimensional master-equation codes of this form, trace conservation can thus be tested on the matrices themselves, through K + G + G† = 0, without propagating a state.

```lean
/-- The Hermitian matrix `H` in a GKSL drift `G` is `(i/2)(G - G*)`. -/
theorem hamiltonian_eq {H : Matrix n n ℂ} (hH : H.IsHermitian) (L : κ → Matrix n n ℂ) :
    H = (Complex.I / 2) • (gkslDrift H L - (gkslDrift H L)ᴴ) := by
  have hd : gkslDrift H L - (gkslDrift H L)ᴴ = (-2 * Complex.I) • H := by
    rw [gkslDrift_conjTranspose hH, gkslDrift]
    module
  have hi : Complex.I / 2 * (-2 * Complex.I) = 1 := by
    linear_combination -Complex.I_mul_I
  rw [hd, smul_smul, hi, one_smul]
```

Subtracting the adjoint from the drift cancels K:

G − G† = −2iH, so H = (i/2)(G − G†).

A given G therefore admits only one Hermitian H. The map itself does not fix G: replacing G by G − ic·1 with c real leaves Gρ + ρG† unchanged and shifts H by c·1.

```lean
/-- A generator with zero trace for every `ρ` is the sum of `-i(Hρ - ρH)`, with `H` Hermitian, and
the dissipators of the jump operators. -/
theorem gksl_form_of_conserves (L : κ → Matrix n n ℂ) (G : Matrix n n ℂ)
    (h : ∀ ρ, (generator L G ρ).trace = 0) :
    ∃ H : Matrix n n ℂ, H.IsHermitian ∧ ∀ ρ, generator L G ρ =
      -(Complex.I • (H * ρ - ρ * H)) + ∑ k, (L k * ρ * (L k)ᴴ
        - (1 / 2 : ℂ) • ((L k)ᴴ * L k * ρ + ρ * ((L k)ᴴ * L k))) := by
  obtain ⟨H, hH, rfl⟩ := (conserves_iff_gkslDrift L G).mp h
  refine ⟨H, hH, fun ρ => ?_⟩
  -- collect the anticommutator terms into the total jump-rate operator
  rw [Finset.sum_sub_distrib, ← Finset.smul_sum, Finset.sum_add_distrib, ← Finset.sum_mul,
    ← Finset.mul_sum, ← jumpRate, generator, gkslDrift_conjTranspose hH, gkslDrift]
  simp only [Matrix.sub_mul, Matrix.mul_sub, Matrix.neg_mul, Matrix.smul_mul, Matrix.mul_smul]
  module
```

Inserting the drift into Gρ + ρG† gives

−i(Hρ − ρH) − ½(Kρ + ρK).

Adding the jump terms and writing K as its sum over k yields the familiar commutator term plus one dissipator for each jump operator:

L_k ρ L_k† − ½(L_k†L_k ρ + ρL_k†L_k).

The Lean proof runs the other way, collecting the separate anticommutators into K before comparing the two sides.

## A Hamiltonian drift leaves no room for jumps

```lean
/-- With the purely Hamiltonian drift `G = -iH`, the generator has zero trace for every `ρ`
if and only if all jump operators vanish. -/
theorem hamiltonian_drift_conserves_iff {H : Matrix n n ℂ} (hH : H.IsHermitian)
    (L : κ → Matrix n n ℂ) :
    (∀ ρ, (generator L (-(Complex.I • H)) ρ).trace = 0) ↔ ∀ k, L k = 0 := by
  have hs : star Complex.I = -Complex.I := by simp
  have hG : jumpRate L + -(Complex.I • H) + (-(Complex.I • H))ᴴ = jumpRate L := by
    rw [conjTranspose_neg, conjTranspose_smul, hH.eq, hs]
    module
  constructor
  · intro h k
    have hK := balance_of_pure L _ fun ψ => h _
    rw [hG] at hK
    ext i j
    -- a diagonal entry of the jump-rate operator is a sum of squared moduli
    have h1 : ((∑ k, ∑ i, Complex.normSq (L k i j) : ℝ) : ℂ) = 0 := by
      have h2 := congrFun (congrFun hK j) j
      rw [Matrix.zero_apply] at h2
      rw [← h2]
      simp [jumpRate, Matrix.sum_apply, Matrix.mul_apply, Complex.normSq_eq_conj_mul_self]
    have h3 : ∑ k, ∑ i, Complex.normSq (L k i j) = 0 := by exact_mod_cast h1
    have h4 := (Finset.sum_eq_zero_iff_of_nonneg fun k _ =>
      Finset.sum_nonneg fun i _ => Complex.normSq_nonneg (L k i j)).mp h3 k (Finset.mem_univ k)
    have h5 := (Finset.sum_eq_zero_iff_of_nonneg fun i _ =>
      Complex.normSq_nonneg (L k i j)).mp h4 i (Finset.mem_univ i)
    exact Complex.normSq_eq_zero.mp h5
  · intro h ρ
    rw [trace_generator, hG]
    simp [jumpRate, h]

end

end LindbladDrift
```

For G = −iH we have G + G† = 0, so the balance reduces to K = 0. Its diagonal entries are

K_jj = Σ_k Σ_i |(L_k)_ij|².

A sum of non-negative terms vanishes only if every term does, so every L_k is zero. `h4` and `h5` apply this first to the sum over k, then to the sum over i. Conversely, if all L_k vanish, so does K, and the trace is conserved. The atom in the opening example fails this condition whenever γ > 0.

```lean
#print axioms LindbladDrift.conserves_iff_gkslDrift
-- 'LindbladDrift.conserves_iff_gkslDrift' depends on axioms: [propext, Classical.choice, Quot.sound]
#print axioms LindbladDrift.hamiltonian_eq
-- 'LindbladDrift.hamiltonian_eq' depends on axioms: [propext, Classical.choice, Quot.sound]
#print axioms LindbladDrift.gksl_form_of_conserves
-- 'LindbladDrift.gksl_form_of_conserves' depends on axioms: [propext, Classical.choice, Quot.sound]
#print axioms LindbladDrift.hamiltonian_drift_conserves_iff
-- 'LindbladDrift.hamiltonian_drift_conserves_iff' depends on axioms: [propext, Classical.choice, Quot.sound]
```

## Restricting ρ to density matrices

The condition could have been imposed only on density matrices, positive semidefinite with unit trace. That looks like a weaker demand and is closer to the physics, but it leads to the same drift: normalised pure states are density matrices, and rescaling ψ recovers the condition used in `balance_of_pure`. The price would be a positivity and normalisation hypothesis on ρ, and that extra rescaling step in the proof.
